# The two-phonon bubble splits into a sum-frequency and a difference-frequency term

If a two-phonon bubble at finite temperature is evaluated with only the term at the sum of the two frequencies, the processes in which one thermal phonon is absorbed while another is emitted are lost. The theorems below give both terms for two harmonic modes of positive frequency, and treat separately the static bubble (zero Matsubara frequency) of two equal frequencies, where the general formula is undefined.

```lean
import Mathlib

namespace PhononBubble

/-- The Bose-Einstein occupation of a mode of frequency `a` at inverse temperature `β`, for positive
`β` and `a`. -/
noncomputable def bose (β a : ℝ) : ℝ := 1 / (Real.exp (β * a) - 1)

/-- The bosonic Matsubara frequency `2 π m / β`, for `β ≠ 0`. -/
noncomputable def matsubara (β : ℝ) (m : ℤ) : ℝ := 2 * Real.pi * m / β

/-- The phonon propagator at imaginary time `t`, up to normalisation, for positive `β` and `a` and
`0 ≤ t ≤ β`: an emission part with weight `n + 1` and an absorption part with weight `n`. -/
noncomputable def propagator (β a t : ℝ) : ℝ :=
  (bose β a + 1) * Real.exp (-(a * t)) + bose β a * Real.exp (a * t)

/-- The Fourier component of a function of imaginary time on `[0, β]` at the `m`-th bosonic
Matsubara frequency, for `β > 0`. -/
noncomputable def fourier (β : ℝ) (m : ℤ) (f : ℝ → ℝ) : ℂ :=
  ∫ t in (0 : ℝ)..β, Complex.exp (Complex.I * (matsubara β m : ℂ) * (t : ℂ)) * ((f t : ℝ) : ℂ)

/-- The two-phonon bubble: the Fourier component of the product of two phonon propagators, for
positive `β`, `a` and `b`. -/
noncomputable def bubble (β a b : ℝ) (m : ℤ) : ℂ :=
  fourier β m (fun t => propagator β a t * propagator β b t)

/-- The part of the propagator product in which both phonons are emitted or both absorbed, for
positive `β`, `a` and `b` and `0 ≤ t ≤ β`. -/
noncomputable def sumChannel (β a b t : ℝ) : ℝ :=
  (bose β a + 1) * (bose β b + 1) * Real.exp (-((a + b) * t))
    + bose β a * bose β b * Real.exp ((a + b) * t)

/-- The part of the propagator product in which one phonon is emitted and the other absorbed, for
positive `β`, `a` and `b` and `0 ≤ t ≤ β`. -/
noncomputable def diffChannel (β a b t : ℝ) : ℝ :=
  (bose β a + 1) * bose β b * Real.exp (-((a - b) * t))
    + bose β a * (bose β b + 1) * Real.exp ((a - b) * t)

/-- Detailed balance: for positive `β` and `a`, the emission weight `n + 1` times the Boltzmann
factor is the absorption weight `n`. -/
theorem detailed_balance {β a : ℝ} (hβ : 0 < β) (ha : 0 < a) :
    (bose β a + 1) * Real.exp (-(a * β)) = bose β a := by
  have hpos : 0 < β * a := mul_pos hβ ha
  have hE : Real.exp (β * a) - 1 ≠ 0 := by
    have h := Real.add_one_le_exp (β * a)
    exact ne_of_gt (by linarith)
  have hn : bose β a * (Real.exp (β * a) - 1) = 1 := by
    unfold bose
    exact one_div_mul_cancel hE
  have hX : Real.exp (β * a) * Real.exp (-(a * β)) = 1 := by
    rw [← Real.exp_add, show β * a + -(a * β) = 0 by ring, Real.exp_zero]
  linear_combination (-Real.exp (-(a * β))) * hn + bose β a * hX

/-- If the weights of a decaying and a growing exponential of rate `c` obey `p exp(-cβ) = q`, with
`β > 0` and `c` or `m` nonzero, their Fourier component is `2c(p - q)/(c² + W²)`. -/
theorem fourier_pair {β c p q : ℝ} (hβ : 0 < β) (m : ℤ) (h : c ≠ 0 ∨ m ≠ 0)
    (hpq : p * Real.exp (-(c * β)) = q) :
    fourier β m (fun t => p * Real.exp (-(c * t)) + q * Real.exp (c * t))
      = ((2 * c * (p - q) / (c ^ 2 + matsubara β m ^ 2) : ℝ) : ℂ) := by
  have hz : c ≠ 0 ∨ matsubara β m ≠ 0 := by
    refine h.imp id (fun hm => ?_)
    have hmc : (m : ℝ) ≠ 0 := by exact_mod_cast hm
    unfold matsubara
    exact div_ne_zero (mul_ne_zero (mul_ne_zero two_ne_zero Real.pi_ne_zero) hmc) hβ.ne'
  -- the Matsubara phase returns to one at `t = β`
  have hphase : Complex.exp (Complex.I * (matsubara β m : ℂ) * (β : ℂ)) = 1 := by
    have hr : matsubara β m * β = 2 * Real.pi * m := by
      have := hβ.ne'
      unfold matsubara
      field_simp
    have hc : (matsubara β m : ℂ) * (β : ℂ) = 2 * (Real.pi : ℂ) * (m : ℂ) := by
      exact_mod_cast hr
    rw [Complex.exp_eq_one_iff]
    exact ⟨m, by linear_combination Complex.I * hc⟩
  unfold fourier
  obtain ⟨W, hW⟩ : ∃ W, W = matsubara β m := ⟨_, rfl⟩
  rw [← hW] at hz hphase ⊢
  have h1 : Complex.I * (W : ℂ) - (c : ℂ) ≠ 0 := by
    intro h0
    have hr := congrArg Complex.re h0
    have hi := congrArg Complex.im h0
    simp at hr hi
    exact hz.elim (fun k => k hr) (fun k => k hi)
  have h2 : Complex.I * (W : ℂ) + (c : ℂ) ≠ 0 := by
    intro h0
    have hr := congrArg Complex.re h0
    have hi := congrArg Complex.im h0
    simp at hr hi
    exact hz.elim (fun k => k hr) (fun k => k hi)
  have hint : ∀ t : ℝ, Complex.exp (Complex.I * (W : ℂ) * (t : ℂ))
      * ((p * Real.exp (-(c * t)) + q * Real.exp (c * t) : ℝ) : ℂ)
      = (p : ℂ) * Complex.exp ((Complex.I * (W : ℂ) - (c : ℂ)) * (t : ℂ))
        + (q : ℂ) * Complex.exp ((Complex.I * (W : ℂ) + (c : ℂ)) * (t : ℂ)) := by
    intro t
    rw [show (Complex.I * (W : ℂ) - (c : ℂ)) * (t : ℂ)
        = Complex.I * (W : ℂ) * (t : ℂ) + -((c : ℂ) * (t : ℂ)) by ring,
      show (Complex.I * (W : ℂ) + (c : ℂ)) * (t : ℂ)
        = Complex.I * (W : ℂ) * (t : ℂ) + (c : ℂ) * (t : ℂ) by ring,
      Complex.exp_add, Complex.exp_add]
    push_cast
    ring
  have i1 : IntervalIntegrable (fun t : ℝ => (p : ℂ) * Complex.exp
      ((Complex.I * (W : ℂ) - (c : ℂ)) * (t : ℂ))) MeasureTheory.volume 0 β :=
    Continuous.intervalIntegrable (by fun_prop) _ _
  have i2 : IntervalIntegrable (fun t : ℝ => (q : ℂ) * Complex.exp
      ((Complex.I * (W : ℂ) + (c : ℂ)) * (t : ℂ))) MeasureTheory.volume 0 β :=
    Continuous.intervalIntegrable (by fun_prop) _ _
  -- at `t = β` the two weights are exchanged
  have k1 : (p : ℂ) * Complex.exp ((Complex.I * (W : ℂ) - (c : ℂ)) * (β : ℂ)) = q := by
    rw [show (Complex.I * (W : ℂ) - (c : ℂ)) * (β : ℂ)
        = Complex.I * (W : ℂ) * (β : ℂ) + -((c : ℂ) * (β : ℂ)) by ring,
      Complex.exp_add, hphase, one_mul]
    exact_mod_cast hpq
  have hqp : q * Real.exp (c * β) = p := by
    rw [← hpq, mul_assoc, ← Real.exp_add, neg_add_cancel, Real.exp_zero, mul_one]
  have k2 : (q : ℂ) * Complex.exp ((Complex.I * (W : ℂ) + (c : ℂ)) * (β : ℂ)) = p := by
    rw [show (Complex.I * (W : ℂ) + (c : ℂ)) * (β : ℂ)
        = Complex.I * (W : ℂ) * (β : ℂ) + (c : ℂ) * (β : ℂ) by ring,
      Complex.exp_add, hphase, one_mul]
    exact_mod_cast hqp
  simp only [hint]
  rw [intervalIntegral.integral_add i1 i2, intervalIntegral.integral_const_mul,
    intervalIntegral.integral_const_mul, integral_exp_mul_complex h1,
    integral_exp_mul_complex h2]
  simp only [Complex.ofReal_zero, mul_zero, Complex.exp_zero]
  have s1 : (p : ℂ) * ((Complex.exp ((Complex.I * (W : ℂ) - (c : ℂ)) * (β : ℂ)) - 1)
      / (Complex.I * (W : ℂ) - (c : ℂ))) = (q - p) / (Complex.I * (W : ℂ) - (c : ℂ)) := by
    rw [← mul_div_assoc, mul_sub, k1, mul_one]
  have s2 : (q : ℂ) * ((Complex.exp ((Complex.I * (W : ℂ) + (c : ℂ)) * (β : ℂ)) - 1)
      / (Complex.I * (W : ℂ) + (c : ℂ))) = (p - q) / (Complex.I * (W : ℂ) + (c : ℂ)) := by
    rw [← mul_div_assoc, mul_sub, k2, mul_one]
  have hd : (c : ℂ) ^ 2 + (W : ℂ) ^ 2
      = -((Complex.I * (W : ℂ) - (c : ℂ)) * (Complex.I * (W : ℂ) + (c : ℂ))) := by
    linear_combination (W : ℂ) ^ 2 * Complex.I_sq
  rw [s1, s2]
  push_cast
  rw [hd, div_add_div _ _ h1 h2,
    div_eq_div_iff (mul_ne_zero h1 h2) (neg_ne_zero.mpr (mul_ne_zero h1 h2))]
  ring

/-- For positive `β` and `a`, the Fourier component of a single phonon propagator is
`2a/(a² + W²)`. -/
theorem fourier_propagator {β a : ℝ} (hβ : 0 < β) (ha : 0 < a) (m : ℤ) :
    fourier β m (propagator β a) = ((2 * a / (a ^ 2 + matsubara β m ^ 2) : ℝ) : ℂ) := by
  have h := fourier_pair hβ m (Or.inl ha.ne') (detailed_balance hβ ha)
  rw [show bose β a + 1 - bose β a = 1 by ring, mul_one] at h
  exact h

/-- The bubble is the Fourier component of the sum channel plus that of the difference channel. -/
theorem bubble_split (β a b : ℝ) (m : ℤ) :
    bubble β a b m = fourier β m (sumChannel β a b) + fourier β m (diffChannel β a b) := by
  have hmul : ∀ t, propagator β a t * propagator β b t
      = sumChannel β a b t + diffChannel β a b t := by
    intro t
    unfold propagator sumChannel diffChannel
    rw [show -((a + b) * t) = -(a * t) + -(b * t) by ring,
      show (a + b) * t = a * t + b * t by ring,
      show -((a - b) * t) = -(a * t) + b * t by ring,
      show (a - b) * t = a * t + -(b * t) by ring,
      Real.exp_add, Real.exp_add, Real.exp_add, Real.exp_add]
    ring
  have i1 : IntervalIntegrable (fun t : ℝ => Complex.exp (Complex.I * (matsubara β m : ℂ)
      * (t : ℂ)) * ((sumChannel β a b t : ℝ) : ℂ)) MeasureTheory.volume 0 β :=
    Continuous.intervalIntegrable (by unfold sumChannel; fun_prop) _ _
  have i2 : IntervalIntegrable (fun t : ℝ => Complex.exp (Complex.I * (matsubara β m : ℂ)
      * (t : ℂ)) * ((diffChannel β a b t : ℝ) : ℂ)) MeasureTheory.volume 0 β :=
    Continuous.intervalIntegrable (by unfold diffChannel; fun_prop) _ _
  unfold bubble fourier
  rw [← intervalIntegral.integral_add i1 i2]
  simp only [hmul, Complex.ofReal_add, mul_add]

/-- For positive `β`, `a` and `b`, the sum channel contributes
`2(a + b)(1 + n_a + n_b)/((a + b)² + W²)`. -/
theorem fourier_sumChannel {β a b : ℝ} (hβ : 0 < β) (ha : 0 < a) (hb : 0 < b) (m : ℤ) :
    fourier β m (sumChannel β a b) = ((2 * (a + b) * (1 + bose β a + bose β b)
      / ((a + b) ^ 2 + matsubara β m ^ 2) : ℝ) : ℂ) := by
  have hpq : (bose β a + 1) * (bose β b + 1) * Real.exp (-((a + b) * β))
      = bose β a * bose β b := by
    rw [show -((a + b) * β) = -(a * β) + -(b * β) by ring, Real.exp_add]
    linear_combination ((bose β b + 1) * Real.exp (-(b * β))) * detailed_balance hβ ha
      + bose β a * detailed_balance hβ hb
  have h := fourier_pair hβ m (Or.inl (add_pos ha hb).ne') hpq
  rw [show (bose β a + 1) * (bose β b + 1) - bose β a * bose β b
    = 1 + bose β a + bose β b by ring] at h
  exact h

/-- For positive `β`, `a` and `b`, with `a ≠ b` or `m ≠ 0`, the difference channel contributes
`2(a - b)(n_b - n_a)/((a - b)² + W²)`. -/
theorem fourier_diffChannel {β a b : ℝ} (hβ : 0 < β) (ha : 0 < a) (hb : 0 < b) (m : ℤ)
    (h : a ≠ b ∨ m ≠ 0) :
    fourier β m (diffChannel β a b) = ((2 * (a - b) * (bose β b - bose β a)
      / ((a - b) ^ 2 + matsubara β m ^ 2) : ℝ) : ℂ) := by
  have hB : Real.exp (-(b * β)) * Real.exp (b * β) = 1 := by
    rw [← Real.exp_add, neg_add_cancel, Real.exp_zero]
  have hpq : (bose β a + 1) * bose β b * Real.exp (-((a - b) * β))
      = bose β a * (bose β b + 1) := by
    rw [show -((a - b) * β) = -(a * β) + b * β by ring, Real.exp_add]
    linear_combination (bose β b * Real.exp (b * β)) * detailed_balance hβ ha
      - (bose β a * Real.exp (b * β)) * detailed_balance hβ hb
      + (bose β a * (bose β b + 1)) * hB
  have h' := fourier_pair hβ m (h.imp sub_ne_zero.mpr id) hpq
  rw [show (bose β a + 1) * bose β b - bose β a * (bose β b + 1)
    = bose β b - bose β a by ring] at h'
  exact h'

/-- The two-phonon bubble for positive `β`, `a` and `b`, with `a ≠ b` or `m ≠ 0`: a term at the
sum of the two frequencies plus a term at their difference. -/
theorem bubble_eq {β a b : ℝ} (hβ : 0 < β) (ha : 0 < a) (hb : 0 < b) (m : ℤ)
    (h : a ≠ b ∨ m ≠ 0) :
    bubble β a b m =
      ((2 * (a + b) * (1 + bose β a + bose β b) / ((a + b) ^ 2 + matsubara β m ^ 2)
        + 2 * (a - b) * (bose β b - bose β a) / ((a - b) ^ 2 + matsubara β m ^ 2) : ℝ) : ℂ) := by
  rw [bubble_split, fourier_sumChannel hβ ha hb, fourier_diffChannel hβ ha hb m h,
    Complex.ofReal_add]

/-- The static bubble of two phonons of equal frequency `a > 0` at `β > 0` is
`(1 + 2n)/a + 2βn(n + 1)`. -/
theorem bubble_resonant {β a : ℝ} (hβ : 0 < β) (ha : 0 < a) :
    bubble β a a 0 =
      (((1 + 2 * bose β a) / a + 2 * β * bose β a * (bose β a + 1) : ℝ) : ℂ) := by
  have hm : matsubara β 0 = 0 := by simp [matsubara]
  -- the difference channel no longer depends on imaginary time
  have hconst : ∀ t : ℝ, Complex.exp (Complex.I * (matsubara β 0 : ℂ) * (t : ℂ))
      * ((diffChannel β a a t : ℝ) : ℂ) = ((2 * bose β a * (bose β a + 1) : ℝ) : ℂ) := by
    intro t
    have hd : diffChannel β a a t = 2 * bose β a * (bose β a + 1) := by
      simp only [diffChannel, sub_self, zero_mul, neg_zero, Real.exp_zero]
      ring
    rw [hd, hm, Complex.ofReal_zero, mul_zero, zero_mul, Complex.exp_zero, one_mul]
  have hdiff : fourier β 0 (diffChannel β a a)
      = ((2 * β * bose β a * (bose β a + 1) : ℝ) : ℂ) := by
    simp only [fourier, hconst, intervalIntegral.integral_const, sub_zero, Complex.real_smul]
    push_cast
    ring
  have hsum : 2 * (a + a) * (1 + bose β a + bose β a) / ((a + a) ^ 2 + matsubara β 0 ^ 2)
      = (1 + 2 * bose β a) / a := by
    rw [hm, div_eq_div_iff (by positivity) ha.ne']
    ring
  rw [bubble_split, fourier_sumChannel hβ ha ha, hdiff, hsum, Complex.ofReal_add]

end PhononBubble
```

```lean
#print axioms PhononBubble.fourier_propagator
#print axioms PhononBubble.bubble_eq
#print axioms PhononBubble.bubble_resonant
```

```
'PhononBubble.fourier_propagator' depends on axioms: [propext, Classical.choice, Quot.sound]
'PhononBubble.bubble_eq' depends on axioms: [propext, Classical.choice, Quot.sound]
'PhononBubble.bubble_resonant' depends on axioms: [propext, Classical.choice, Quot.sound]
```

## Both terms at every Matsubara frequency

Let $\beta>0$ be the inverse temperature and $a,b>0$ the frequencies of two modes, in units with $\hbar=k_B=1$. For a mode of frequency $a$, write

$$n_a=\frac{1}{e^{\beta a}-1},\qquad g_a(t)=(n_a+1)e^{-at}+n_a e^{at},$$

and let $W=2\pi m/\beta$ with $m$ any integer. The main theorem, `bubble_eq`, says that if $a\neq b$ or $m\neq 0$, then

$$\int_0^\beta e^{iWt}g_a(t)g_b(t)\,dt=\frac{2(a+b)(1+n_a+n_b)}{(a+b)^2+W^2}+\frac{2(a-b)(n_b-n_a)}{(a-b)^2+W^2}.$$

The remaining case, $a=b$ and $m=0$, is `bubble_resonant`:

$$\int_0^\beta g_a(t)^2\,dt=\frac{1+2n_a}{a}+2\beta n_a(n_a+1).$$

In the file, `bose β a` is $n_a$, `propagator β a t` is $g_a(t)$, `matsubara β m` is $W$, and `bubble β a b m` is the integral. The operation `fourier` takes a real function of imaginary time and returns a complex number. The right-hand sides are real expressions embedded in the complex numbers, so the theorems also say that the bubble is real.

## Phonons emitted and absorbed

The function $g_a$ is the imaginary-time correlation function of $A=\alpha+\alpha^\dagger$ for a harmonic mode with annihilation operator $\alpha$, taken on $0\le t\le\beta$. A displacement propagator carries a further factor that depends on mass and frequency, and some conventions add an overall minus sign; neither is included here.

The weight $n_a+1$ belongs to emission and $n_a$ to absorption. In `sumChannel` both phonons are emitted or both absorbed. In `diffChannel` one is emitted and the other absorbed, which requires thermal phonons.

This bubble gives the frequency dependence of the lowest-order phonon self-energy from cubic anharmonicity, here for a single pair of undamped harmonic modes. The cubic couplings, the symmetry factors and the sum over modes and wavevectors are absent, and the frequencies are the discrete imaginary ones, with no continuation to the real axis.

In the low-temperature limit $\beta\to\infty$ with $m=0$, the occupations vanish and the bubble tends to $2/(a+b)$. Only the sum term survives.

## Two exponentials whose weights are exchanged

From $n_a(e^{\beta a}-1)=1$ one gets $n_ae^{\beta a}=n_a+1$, and hence detailed balance,

$$(n_a+1)e^{-a\beta}=n_a.$$

This is `detailed_balance`. Its proof combines the defining equation of $n_a$ with $e^{\beta a}e^{-a\beta}=1$.

Both channels have the form $pe^{-ct}+qe^{ct}$ with $pe^{-c\beta}=q$, and therefore $qe^{c\beta}=p$. The lemma `fourier_pair` integrates this form once for all. Since $W\beta=2\pi m$, the phase $e^{iW\beta}$ equals one (`hphase`), and

$$p\int_0^\beta e^{(iW-c)t}dt=\frac{pe^{-c\beta}-p}{iW-c}=\frac{q-p}{iW-c},$$

$$q\int_0^\beta e^{(iW+c)t}dt=\frac{qe^{c\beta}-q}{iW+c}=\frac{p-q}{iW+c}.$$

The sum is

$$(p-q)\left[\frac{1}{iW+c}-\frac{1}{iW-c}\right]=\frac{2c(p-q)}{c^2+W^2}.$$

The denominators $iW\pm c$ are nonzero because $c$ and $W$ are real and at least one of them is nonzero. In Lean, `h1` and `h2` establish this by comparing real and imaginary parts. The equations `k1` and `k2` record the exchange of weights at $t=\beta$, and `hd` factorises $c^2+W^2$ for the final addition of fractions.

For a single phonon, $p-q=1$ and $c=a$, which gives the transform $2a/(a^2+W^2)$ in `fourier_propagator`.

## The two channels of the product

Multiplying the propagators gives four exponentials, which group as

$$\begin{aligned}g_ag_b={}&(n_a+1)(n_b+1)e^{-(a+b)t}+n_an_be^{(a+b)t}\\&+(n_a+1)n_be^{-(a-b)t}+n_a(n_b+1)e^{(a-b)t}.\end{aligned}$$

The first line is the sum channel and the second the difference channel. `bubble_split` proves this identity and then uses linearity of the integral, with integrability supplied by continuity.

In the sum channel $c=a+b$, and detailed balance applied to each mode gives

$$(n_a+1)(n_b+1)e^{-(a+b)\beta}=n_an_b.$$

The difference of the weights is

$$p-q=(n_a+1)(n_b+1)-n_an_b=1+n_a+n_b.$$

In the difference channel $c=a-b$, and

$$(n_a+1)n_be^{-(a-b)\beta}=n_a\,n_be^{b\beta}=n_a(n_b+1),$$

$$p-q=(n_a+1)n_b-n_a(n_b+1)=n_b-n_a.$$

The relation $pe^{-c\beta}=q$ is `hpq` in `fourier_sumChannel` and `fourier_diffChannel`, obtained in each case by `linear_combination` from detailed balance. Using it in `fourier_pair`, together with the differences $p-q$, gives the two terms, and `bubble_eq` adds them. The condition $a\neq b$ or $m\neq0$ is needed only in the difference channel, since $a+b$ is always positive.

## Equal frequencies at zero Matsubara frequency

For $a=b$ and $m=0$ the difference channel no longer depends on imaginary time. Both of its exponentials are one, its value is $2n_a(n_a+1)$, and integration over $[0,\beta]$ gives $2\beta n_a(n_a+1)$. The sum channel gives

$$\frac{4a(1+2n_a)}{4a^2}=\frac{1+2n_a}{a}.$$

In `bubble_resonant` these two contributions are `hdiff` and `hsum`.

A small example shows that `bubble_eq` would be false without its condition. Take $\beta=1$ and $a=b=\ln 2$, so that $n_a=1$. The static bubble is $3/\ln2+4$. The difference term of the general formula is $0/0$, which Lean evaluates as zero, so the formula would return $3/\ln 2$ and miss the 4.

The missing contribution is nevertheless the limit of the difference term in the general formula: at $m=0$ that term is $2(n_b-n_a)/(a-b)$, which tends to $-2\,dn_a/da=2\beta n_a(n_a+1)$ as $b\to a$. A program that uses the general formula as written would divide zero by zero for the static bubble of degenerate modes, and can return the value from `bubble_resonant` there instead. For $a=b$ and $m\neq0$ the formula applies as it stands, and its difference term is exactly zero, so letting $W\to0$ in it does not give the value at $m=0$.
